# In one-electron X2C, $\|C_L^{-1}\|$ is the secant of the largest principal angle

Electronic states are singled out here by a real number $\mu$ that separates them from the small-component block. The Hamiltonian, in a finite orthonormal basis with $n$ large and $n$ small functions, is

$$H=\begin{pmatrix}A&B\\B^\dagger&D\end{pmatrix}.$$

The columns of $(C_L;C_S)$ are $n$ orthonormal eigenvectors with energies $\varepsilon_i\ge\mu$, and $\mu-D$ is positive definite. With the rest energy subtracted, $D$ is roughly the potential minus $2mc^2$, so this gap condition says that the potential does not lift the small-component block up to the electronic energies. It is assumed, not derived from a particular potential.

X2C builds its coupling matrix as $X=C_SC_L^{-1}$. For this finite one-electron problem, the results below show that the inverse exists and that its operator norm is $\sqrt{1+\|X\|^2}$, the secant of the largest principal angle between the span of these eigenvectors and the large-component space.

```lean
import Mathlib

open Matrix
open scoped ComplexOrder Matrix.Norms.L2Operator

namespace X2CDecoupling

noncomputable section

variable {n : Type*} [Fintype n] [DecidableEq n]
```

The structure `IsElectronicSolution` records both rows of the eigenvalue equation, orthonormality, the energy bound and the gap. Lean writes $\dagger$ as `ᴴ`. Hermiticity of $A$ is not needed as a hypothesis. A non-orthogonal basis must be orthonormalised first.

```lean
/-- The columns of `(CL; CS)` are orthonormal eigenvectors of `[[A, B], [Bᴴ, D]]` with
energies `ε i ≥ μ`, while the small-component block `D` lies strictly below `μ`. -/
structure IsElectronicSolution (A B D CL CS : Matrix n n ℂ) (ε : n → ℝ) (μ : ℝ) : Prop where
  large_row : A * CL + B * CS = CL * diagonal (fun i => (ε i : ℂ))
  small_row : Bᴴ * CL + D * CS = CS * diagonal (fun i => (ε i : ℂ))
  orthonormal : CLᴴ * CL + CSᴴ * CS = 1
  above : ∀ i, μ ≤ ε i
  gap : ((μ : ℂ) • (1 : Matrix n n ℂ) - D).PosDef
```

The matrix $X$ is `coupling`:

```lean
/-- The X2C coupling matrix `X = CS CL⁻¹`, taking large to small components. -/
def coupling (CL CS : Matrix n n ℂ) : Matrix n n ℂ := CS * CL⁻¹
```

The Euclidean length $|v|$ of a coefficient vector is `len`, and $\|M\|$ is the corresponding operator norm.

```lean
/-- The Euclidean length of a coefficient vector. -/
def len (v : n → ℂ) : ℝ := ‖WithLp.toLp 2 v‖
```

A vector $v$ of coefficients gives the spinor $(C_Lv;C_Sv)$. The cosine of its angle to the large-component space is the length of its large component divided by its total length.

```lean
/-- The cosine of the angle between the spinor `(CL v; CS v)` and the large-component space. -/
def cosine (CL CS : Matrix n n ℂ) (v : n → ℂ) : ℝ :=
  len (CL *ᵥ v) / √(len (CL *ᵥ v) ^ 2 + len (CS *ᵥ v) ^ 2)
```

The largest principal angle $\theta$ is the arccosine of the infimum of these cosines over $v\ne0$.

```lean
/-- For nonempty `n` and linearly independent spinors (the columns of `(CL; CS)`), the largest
principal angle between their span and the large-component space. -/
def largestAngle (CL CS : Matrix n n ℂ) : ℝ :=
  Real.arccos (⨅ v : {v : n → ℂ // v ≠ 0}, cosine CL CS v.1)
```

**(a) Show that a nonzero vector has positive length.**

A norm vanishes only at zero.

```lean
omit [DecidableEq n] in
private lemma len_pos {v : n → ℂ} (hv : v ≠ 0) : 0 < len v :=
  norm_pos_iff.2 fun h => hv (by simpa using congrArg WithLp.ofLp h)
```

**(b) Let $P^\dagger P+Q^\dagger Q=R^\dagger R$. Show that $|Pv|^2+|Qv|^2=|Rv|^2$.**

For every matrix $M$, $|Mv|^2=v^\dagger M^\dagger Mv$. This is `key` in the code. Apply it to $P$, $Q$ and $R$, and use the hypothesis.

```lean
omit [DecidableEq n] in
private lemma len_sq_add {P Q R : Matrix n n ℂ} (h : Pᴴ * P + Qᴴ * Q = Rᴴ * R) (v : n → ℂ) :
    len (P *ᵥ v) ^ 2 + len (Q *ᵥ v) ^ 2 = len (R *ᵥ v) ^ 2 := by
  have key : ∀ M : Matrix n n ℂ,
      ((len (M *ᵥ v) ^ 2 : ℝ) : ℂ) = star v ⬝ᵥ ((Mᴴ * M) *ᵥ v) := by
    intro M
    have h1 : len (M *ᵥ v) ^ 2 = ∑ i, ‖(M *ᵥ v) i‖ ^ 2 := EuclideanSpace.norm_sq_eq _
    have h2 : star v ⬝ᵥ ((Mᴴ * M) *ᵥ v) = star (M *ᵥ v) ⬝ᵥ (M *ᵥ v) := by
      rw [star_mulVec, ← dotProduct_mulVec, mulVec_mulVec]
    rw [h1, h2, dotProduct, Complex.ofReal_sum]
    refine Finset.sum_congr rfl fun i _ => ?_
    rw [Pi.star_apply, ← starRingEnd_apply, Complex.conj_mul', Complex.ofReal_pow]
  apply Complex.ofReal_injective
  rw [Complex.ofReal_add, key, key, key, ← h, add_mulVec, dotProduct_add]
```

**(c) Show that $|Mv|\le\|M\|\,|v|$.**

This is the defining bound of the operator norm.

```lean
private lemma len_mulVec_le (M : Matrix n n ℂ) (v : n → ℂ) : len (M *ᵥ v) ≤ ‖M‖ * len v :=
  Matrix.l2_opNorm_mulVec M (WithLp.toLp 2 v)
```

**(d) Let $c\ge0$ and $|Mv|^2\le c|v|^2$ for all $v$. Show that $\|M\|^2\le c$.**

Taking roots gives $|Mv|\le\sqrt c\,|v|$. The operator norm is the least such constant, so $\|M\|\le\sqrt c$; now square.

```lean
private lemma norm_sq_le {M : Matrix n n ℂ} {c : ℝ} (hc : 0 ≤ c)
    (h : ∀ v, len (M *ᵥ v) ^ 2 ≤ c * len v ^ 2) : ‖M‖ ^ 2 ≤ c := by
  have h1 : ‖M‖ ≤ √c := by
    rw [Matrix.l2_opNorm_def]
    refine ContinuousLinearMap.opNorm_le_bound _ (Real.sqrt_nonneg c) fun v => ?_
    have h2 : len (M *ᵥ v.ofLp) ^ 2 ≤ (√c * len v.ofLp) ^ 2 := by
      rw [mul_pow, Real.sq_sqrt hc]; exact h _
    exact (le_abs_self _).trans
      (abs_le_of_sq_le_sq h2 (mul_nonneg (Real.sqrt_nonneg c) (norm_nonneg _)))
  calc ‖M‖ ^ 2 ≤ √c ^ 2 := pow_le_pow_left₀ (norm_nonneg _) h1 2
    _ = c := Real.sq_sqrt hc
```

**(e) Show that $C_L$ is invertible for an electronic solution.**

Otherwise $C_Lv=0$ for some $v\ne0$. Put $w=C_Sv$. Orthonormality applied to $v$ gives $C_S^\dagger w=v$, so $w\ne0$ and $w^\dagger C_S=v^\dagger$. The small row gives $Dw=C_S\varepsilon v$, where $\varepsilon$ is the diagonal matrix of energies. Therefore

$$w^\dagger(\mu-D)w=v^\dagger(\mu-\varepsilon)v=\sum_i(\mu-\varepsilon_i)|v_i|^2\le0,$$

which contradicts the gap condition. In the code, `hback`, `hD` and `hval` are these three steps.

The same argument with the blocks exchanged gives a neighbouring result for positronic states: if $A-\mu$ is positive definite and the $n$ orthonormal eigenvectors have energies at most $\mu$, then $C_S$ is invertible. That mirrored version is left as an exercise and has no proof in the code.

```lean
/-- The large-component coefficient matrix of an electronic solution is invertible. -/
theorem large_isUnit {A B D CL CS : Matrix n n ℂ} {ε : n → ℝ} {μ : ℝ}
    (h : IsElectronicSolution A B D CL CS ε μ) : IsUnit CL := by
  rw [Matrix.isUnit_iff_isUnit_det, isUnit_iff_ne_zero]
  intro hdet
  obtain ⟨v, hv, hL⟩ := Matrix.exists_mulVec_eq_zero_iff.2 hdet
  -- a spinor without large component is carried by `w = CS v` alone
  have hback : CSᴴ *ᵥ (CS *ᵥ v) = v := by
    have h1 := congrArg (fun M => M *ᵥ v) h.orthonormal
    simpa only [add_mulVec, ← mulVec_mulVec, hL, mulVec_zero, zero_add, one_mulVec] using h1
  have hw : CS *ᵥ v ≠ 0 := fun h0 => hv (by rw [← hback, h0, mulVec_zero])
  have hs : star (CS *ᵥ v) ᵥ* CS = star v := by
    have h1 := congrArg star hback
    rwa [star_mulVec, conjTranspose_conjTranspose] at h1
  have hD : D *ᵥ (CS *ᵥ v) = CS *ᵥ (diagonal (fun i => (ε i : ℂ)) *ᵥ v) := by
    have h1 := congrArg (fun M => M *ᵥ v) h.small_row
    simpa only [add_mulVec, ← mulVec_mulVec, hL, mulVec_zero, zero_add] using h1
  -- its energy is an average of the `ε i`, which contradicts the gap
  have hval : star (CS *ᵥ v) ⬝ᵥ (((μ : ℂ) • (1 : Matrix n n ℂ) - D) *ᵥ (CS *ᵥ v))
      = ((∑ i, (μ - ε i) * Complex.normSq (v i) : ℝ) : ℂ) := by
    rw [sub_mulVec, smul_mulVec, one_mulVec, hD, dotProduct_sub, dotProduct_smul,
      dotProduct_mulVec, dotProduct_mulVec, hs, smul_eq_mul, dotProduct, dotProduct,
      Finset.mul_sum, ← Finset.sum_sub_distrib, Complex.ofReal_sum]
    refine Finset.sum_congr rfl fun i _ => ?_
    rw [mulVec_diagonal, Complex.ofReal_mul, Complex.normSq_eq_conj_mul_self,
      starRingEnd_apply, Pi.star_apply, Complex.ofReal_sub]
    ring
  have hpos := h.gap.dotProduct_mulVec_pos hw
  rw [hval] at hpos
  have hre := (Complex.lt_def.1 hpos).1
  rw [Complex.zero_re, Complex.ofReal_re] at hre
  exact not_le_of_gt hre (Finset.sum_nonpos fun i _ =>
    mul_nonpos_of_nonpos_of_nonneg (sub_nonpos.2 (h.above i)) (Complex.normSq_nonneg _))
```

**(f) For orthonormal spinors with invertible $C_L$, show that $1+X^\dagger X=(C_L^{-1})^\dagger C_L^{-1}$.**

Write $1=C_LC_L^{-1}$ and factor:

$$1+X^\dagger X=(C_L^{-1})^\dagger\left(C_L^\dagger C_L+C_S^\dagger C_S\right)C_L^{-1}=(C_L^{-1})^\dagger C_L^{-1}.$$

The `calc` block follows the same route.

```lean
/-- For orthonormal spinors with invertible `CL`, the X2C metric `1 + Xᴴ X` equals
`(CL⁻¹)ᴴ CL⁻¹`. -/
theorem metric_eq {CL CS : Matrix n n ℂ} (ho : CLᴴ * CL + CSᴴ * CS = 1) (hu : IsUnit CL) :
    1 + (coupling CL CS)ᴴ * coupling CL CS = (CL⁻¹)ᴴ * CL⁻¹ := by
  have h1 : CL * CL⁻¹ = 1 := mul_nonsing_inv _ ((Matrix.isUnit_iff_isUnit_det _).1 hu)
  calc 1 + (coupling CL CS)ᴴ * coupling CL CS
      = (CL * CL⁻¹)ᴴ * (CL * CL⁻¹) + (CS * CL⁻¹)ᴴ * (CS * CL⁻¹) := by
        rw [h1, conjTranspose_one, one_mul, coupling]
    _ = (CL⁻¹)ᴴ * (CLᴴ * CL + CSᴴ * CS) * CL⁻¹ := by
        rw [conjTranspose_mul, conjTranspose_mul]; noncomm_ring
    _ = (CL⁻¹)ᴴ * CL⁻¹ := by rw [ho, mul_one]
```

**(g) Under the same assumptions and for $n>0$, show that $\|C_L^{-1}\|^2=1+\|X\|^2$.**

Parts (b) and (f) give, for every $v$,

$$|v|^2+|Xv|^2=|C_L^{-1}v|^2.$$

This is `hsplit`. The left side is at most $(1+\|X\|^2)|v|^2$, so (d) gives $\|C_L^{-1}\|^2\le1+\|X\|^2$. Conversely, $|Xv|^2\le(\|C_L^{-1}\|^2-1)|v|^2$. The constant is nonnegative, as the identity at the all-ones vector shows, and (d) gives the other inequality.

```lean
/-- For orthonormal spinors with invertible `CL`, `‖CL⁻¹‖² = 1 + ‖X‖²` in operator norm. -/
theorem norm_inv_sq [Nonempty n] {CL CS : Matrix n n ℂ}
    (ho : CLᴴ * CL + CSᴴ * CS = 1) (hu : IsUnit CL) :
    ‖CL⁻¹‖ ^ 2 = 1 + ‖coupling CL CS‖ ^ 2 := by
  have hsplit : ∀ v, len v ^ 2 + len (coupling CL CS *ᵥ v) ^ 2 = len (CL⁻¹ *ᵥ v) ^ 2 := by
    intro v
    have h1 := len_sq_add (P := 1) (Q := coupling CL CS) (R := CL⁻¹)
      (by rw [conjTranspose_one, one_mul, metric_eq ho hu]) v
    rwa [one_mulVec] at h1
  have hb : ∀ (M : Matrix n n ℂ) v, len (M *ᵥ v) ^ 2 ≤ ‖M‖ ^ 2 * len v ^ 2 := fun M v => by
    rw [← mul_pow]; exact pow_le_pow_left₀ (norm_nonneg _) (len_mulVec_le M v) 2
  apply le_antisymm
  · exact norm_sq_le (by positivity) fun v => by
      linarith [hsplit v, hb (coupling CL CS) v]
  · have hone : 1 ≤ ‖CL⁻¹‖ ^ 2 := by
      have hp : 0 < len (1 : n → ℂ) ^ 2 := pow_pos (len_pos one_ne_zero) 2
      refine le_of_mul_le_mul_right ?_ hp
      linarith [hsplit 1, hb CL⁻¹ 1, sq_nonneg (len (coupling CL CS *ᵥ (1 : n → ℂ)))]
    have h2 : ‖coupling CL CS‖ ^ 2 ≤ ‖CL⁻¹‖ ^ 2 - 1 :=
      norm_sq_le (by linarith) fun v => by linarith [hsplit v, hb CL⁻¹ v]
    linarith
```

**(h) Under the assumptions of (g), show that $\cos\theta\,\|C_L^{-1}\|=1$.**

By orthonormality the spinor has total length $|v|$, so its cosine is $|C_Lv|/|v|$. Let $c$ be the infimum. From

$$|v|=|C_L^{-1}C_Lv|\le\|C_L^{-1}\|\,|C_Lv|$$

every cosine is at least $1/\|C_L^{-1}\|$, hence $c\ge1/\|C_L^{-1}\|>0$ (`hlow`). Conversely, the spinor with coefficients $C_L^{-1}v$ has large component $v$, so $c\,|C_L^{-1}v|\le|v|$, and (d) gives $\|C_L^{-1}\|\le1/c$ (`hup`). Thus $c\,\|C_L^{-1}\|=1$. Since $\|C_L^{-1}\|\ge1$ by (g), $c$ lies in $(0,1]$ and $\cos(\arccos c)=c$.

```lean
/-- For orthonormal spinors with invertible `CL`, `‖CL⁻¹‖` is the secant of the largest
principal angle. -/
theorem cos_mul_norm_inv [Nonempty n] {CL CS : Matrix n n ℂ}
    (ho : CLᴴ * CL + CSᴴ * CS = 1) (hu : IsUnit CL) :
    Real.cos (largestAngle CL CS) * ‖CL⁻¹‖ = 1 := by
  have hdet := (Matrix.isUnit_iff_isUnit_det _).1 hu
  have hm := norm_inv_sq ho hu
  have hM1 : 1 ≤ ‖CL⁻¹‖ := by
    nlinarith [norm_nonneg CL⁻¹, sq_nonneg ‖coupling CL CS‖]
  have hM : 0 < ‖CL⁻¹‖ := by linarith
  have hcos : ∀ v, cosine CL CS v = len (CL *ᵥ v) / len v := fun v => by
    have h1 := len_sq_add (P := CL) (Q := CS) (R := 1)
      (by rw [ho, conjTranspose_one, one_mul]) v
    have h2 : 0 ≤ len v := norm_nonneg _
    rw [cosine, h1, one_mulVec, Real.sqrt_sq h2]
  have : Nonempty {v : n → ℂ // v ≠ 0} := ⟨⟨1, one_ne_zero⟩⟩
  obtain ⟨c, hc⟩ : ∃ c, c = ⨅ v : {v : n → ℂ // v ≠ 0}, cosine CL CS v.1 := ⟨_, rfl⟩
  -- every cosine is at least `1 / ‖CL⁻¹‖`
  have hlow : ‖CL⁻¹‖⁻¹ ≤ c := by
    rw [hc]
    refine le_ciInf fun v => ?_
    rw [hcos, le_div_iff₀ (len_pos v.2), inv_mul_le_iff₀ hM]
    have h1 := len_mulVec_le CL⁻¹ (CL *ᵥ v.1)
    rwa [mulVec_mulVec, nonsing_inv_mul _ hdet, one_mulVec] at h1
  have hc0 : 0 < c := lt_of_lt_of_le (inv_pos.2 hM) hlow
  -- and no larger constant bounds them all from below
  have hup : ‖CL⁻¹‖ ^ 2 ≤ c⁻¹ ^ 2 := by
    refine norm_sq_le (by positivity) fun v => ?_
    by_cases hz : CL⁻¹ *ᵥ v = 0
    · have h0 : len (0 : n → ℂ) = 0 := by simp [len]
      rw [hz, h0, zero_pow two_ne_zero]; positivity
    · have hbdd : BddBelow (Set.range fun v : {v : n → ℂ // v ≠ 0} => cosine CL CS v.1) :=
        ⟨0, by rintro _ ⟨u, rfl⟩; exact div_nonneg (norm_nonneg _) (Real.sqrt_nonneg _)⟩
      have h1 : c ≤ cosine CL CS (CL⁻¹ *ᵥ v) := by
        rw [hc]; exact ciInf_le hbdd ⟨_, hz⟩
      rw [hcos, le_div_iff₀ (len_pos hz), mulVec_mulVec, mul_nonsing_inv _ hdet,
        one_mulVec] at h1
      rw [← mul_pow]
      exact pow_le_pow_left₀ (norm_nonneg _) ((le_inv_mul_iff₀ hc0).2 h1) 2
  have hup' : ‖CL⁻¹‖ ≤ c⁻¹ :=
    (le_abs_self _).trans (abs_le_of_sq_le_sq hup (inv_pos.2 hc0).le)
  have hprod : c * ‖CL⁻¹‖ = 1 := by
    apply le_antisymm
    · calc c * ‖CL⁻¹‖ ≤ c * c⁻¹ := mul_le_mul_of_nonneg_left hup' hc0.le
        _ = 1 := mul_inv_cancel₀ hc0.ne'
    · calc 1 = ‖CL⁻¹‖⁻¹ * ‖CL⁻¹‖ := (inv_mul_cancel₀ hM.ne').symm
        _ ≤ c * ‖CL⁻¹‖ := mul_le_mul_of_nonneg_right hlow hM.le
  rw [largestAngle, ← hc, Real.cos_arccos (by linarith) (by nlinarith), hprod]
```

**(i) Collect the metric, norm and angle identities for an electronic solution with $n>0$.**

Part (e) supplies invertibility, so (f), (g) and (h) apply. Since $(C_LC_L^\dagger)^{-1}=(C_L^{-1})^\dagger C_L^{-1}$, the metric identity becomes $(C_LC_L^\dagger)^{-1}=1+X^\dagger X$. Squaring (h) gives $\cos^2\theta\,\|C_L^{-1}\|^2=1$.

```lean
/-- For an electronic solution `CL` is invertible, `(CL CLᴴ)⁻¹ = 1 + Xᴴ X`, and
`‖CL⁻¹‖² = 1 + ‖X‖²` is the squared secant of the largest principal angle. -/
theorem x2c_metric_and_angle [Nonempty n] {A B D CL CS : Matrix n n ℂ} {ε : n → ℝ} {μ : ℝ}
    (h : IsElectronicSolution A B D CL CS ε μ) :
    IsUnit CL ∧ (CL * CLᴴ)⁻¹ = 1 + (coupling CL CS)ᴴ * coupling CL CS ∧
      ‖CL⁻¹‖ ^ 2 = 1 + ‖coupling CL CS‖ ^ 2 ∧
      Real.cos (largestAngle CL CS) ^ 2 * ‖CL⁻¹‖ ^ 2 = 1 := by
  have hu := large_isUnit h
  refine ⟨hu, ?_, norm_inv_sq h.orthonormal hu, ?_⟩
  · rw [metric_eq h.orthonormal hu, Matrix.mul_inv_rev, conjTranspose_nonsing_inv]
  · rw [← mul_pow, cos_mul_norm_inv h.orthonormal hu, one_pow]
```

**(j) Show that $\tan\theta=\|X\|$ for an electronic solution with $n>0$.**

From (g) and (h),

$$\sin^2\theta=1-\cos^2\theta=\cos^2\theta\left(\|C_L^{-1}\|^2-1\right)=\cos^2\theta\,\|X\|^2.$$

Here $\sin\theta\ge0$ and $\cos\theta>0$, so take roots and divide. The `linear_combination` step checks the squared identity.

```lean
/-- The operator norm of the X2C coupling is the tangent of the largest principal angle. -/
theorem tan_largestAngle [Nonempty n] {A B D CL CS : Matrix n n ℂ} {ε : n → ℝ} {μ : ℝ}
    (h : IsElectronicSolution A B D CL CS ε μ) :
    Real.tan (largestAngle CL CS) = ‖coupling CL CS‖ := by
  have hu := large_isUnit h
  have hm := norm_inv_sq h.orthonormal hu
  have hcm := cos_mul_norm_inv h.orthonormal hu
  have hc : 0 < Real.cos (largestAngle CL CS) :=
    pos_of_mul_pos_left (by rw [hcm]; exact one_pos) (norm_nonneg CL⁻¹)
  have hs : 0 ≤ Real.sin (largestAngle CL CS) := by
    rw [largestAngle, Real.sin_arccos]; exact Real.sqrt_nonneg _
  have hsin : Real.sin (largestAngle CL CS)
      = ‖coupling CL CS‖ * Real.cos (largestAngle CL CS) := by
    refine (sq_eq_sq₀ hs (mul_nonneg (norm_nonneg _) hc.le)).1 ?_
    linear_combination Real.sin_sq_add_cos_sq (largestAngle CL CS)
      + Real.cos (largestAngle CL CS) ^ 2 * hm
      - (Real.cos (largestAngle CL CS) * ‖CL⁻¹‖ + 1) * hcm
  rw [Real.tan_eq_sin_div_cos, hsin, mul_div_cancel_right₀ _ hc.ne']
```

**(k) Show that $X$ solves the decoupling equation $B^\dagger+DX=X(A+BX)$.**

Since $XC_L=C_S$, multiplying each side by $C_L$ on the right gives

$$B^\dagger C_L+DC_S=C_S\varepsilon,\qquad X(AC_L+BC_S)=XC_L\varepsilon=C_S\varepsilon.$$

Cancel the invertible $C_L$, as `hu.mul_right_cancel` does.

```lean
/-- The X2C coupling solves the decoupling equation `Bᴴ + D X = X (A + B X)`. -/
theorem decoupling_equation {A B D CL CS : Matrix n n ℂ} {ε : n → ℝ} {μ : ℝ}
    (h : IsElectronicSolution A B D CL CS ε μ) :
    Bᴴ + D * coupling CL CS = coupling CL CS * (A + B * coupling CL CS) := by
  have hu := large_isUnit h
  have hX : coupling CL CS * CL = CS := by
    rw [coupling, mul_assoc, nonsing_inv_mul _ ((Matrix.isUnit_iff_isUnit_det _).1 hu), mul_one]
  -- compare both sides on the large components
  apply hu.mul_right_cancel
  rw [add_mul, mul_assoc, hX, h.small_row, mul_assoc, add_mul, mul_assoc B, hX, h.large_row,
    ← mul_assoc, hX]
```

**(l) Show that a real diagonal $2\times2$ matrix equals its conjugate transpose.**

Transposition fixes the diagonal, and conjugation fixes real entries.

```lean
private lemma real_diag_conjTranspose (a b : ℂ) (r s : ℝ) (ha : a = (r : ℂ)) (hb : b = (s : ℂ)) :
    (!![a, 0; 0, b])ᴴ = !![a, 0; 0, b] := by
  subst ha hb
  ext i j
  fin_cases i <;> fin_cases j <;> simp [Matrix.conjTranspose_apply]
```

**(m) Verify an electronic solution with $A=7$, $D=-7$, $B=24\sigma_z$ and $\mu=0$.**

With $\sigma_z=\mathrm{diag}(1,-1)$, this is the free Dirac Hamiltonian for a momentum $p$ along $z$, in units where $mc^2=7$ and $cp=24$. The rest energy is kept here, not subtracted. Take $C_L=\tfrac45\,1$ and $C_S=\tfrac35\sigma_z$. The rows give $7\cdot\tfrac45+24\cdot\tfrac35=20=25\cdot\tfrac45$ and $24\cdot\tfrac45-7\cdot\tfrac35=15=25\cdot\tfrac35$, with the sign of $\sigma_z$ carried along in the second spinor. Both energies are therefore $25\ge0$. Normalisation is $\tfrac{16}{25}+\tfrac9{25}=1$, and $\mu-D=7$ is positive definite. Here $X=\tfrac34\sigma_z$, so $\tan\theta=\tfrac34$ and $\|C_L^{-1}\|=\tfrac54$. The code checks the three matrix equations entry by entry; the gap condition holds because $\mu-D$ is diagonal with positive entries.

```lean
/-- An explicit electronic solution with two spinors of energy 25, diagonal blocks `7` and `-7`,
and coupling block `24 σ_z`. -/
theorem isElectronicSolution_witness :
    IsElectronicSolution !![7, 0; 0, 7] !![24, 0; 0, -24] !![-7, 0; 0, -7]
      !![4 / 5, 0; 0, 4 / 5] !![3 / 5, 0; 0, -3 / 5] (fun _ : Fin 2 => 25) 0 where
  large_row := by
    ext i j
    fin_cases i <;> fin_cases j <;>
      norm_num [Matrix.mul_apply, Fin.sum_univ_succ, Matrix.diagonal_apply]
  small_row := by
    rw [real_diag_conjTranspose 24 (-24) 24 (-24) (by norm_num) (by norm_num)]
    ext i j
    fin_cases i <;> fin_cases j <;>
      norm_num [Matrix.mul_apply, Fin.sum_univ_succ, Matrix.diagonal_apply]
  orthonormal := by
    rw [real_diag_conjTranspose (4 / 5) (4 / 5) (4 / 5) (4 / 5) (by norm_num) (by norm_num),
      real_diag_conjTranspose (3 / 5) (-3 / 5) (3 / 5) (-3 / 5) (by norm_num) (by norm_num)]
    ext i j
    fin_cases i <;> fin_cases j <;>
      norm_num [Matrix.mul_apply, Fin.sum_univ_succ]
  above := fun _ => by norm_num
  gap := by
    have h1 : ((0 : ℝ) : ℂ) • (1 : Matrix (Fin 2) (Fin 2) ℂ) - !![-7, 0; 0, -7]
        = diagonal (fun _ => (7 : ℂ)) := by
      ext i j
      fin_cases i <;> fin_cases j <;> simp
    rw [h1]
    exact Matrix.PosDef.diagonal fun _ => by norm_num

end

end X2CDecoupling
```

```lean
#print axioms X2CDecoupling.x2c_metric_and_angle
-- 'X2CDecoupling.x2c_metric_and_angle' depends on axioms: [propext, Classical.choice, Quot.sound]
#print axioms X2CDecoupling.tan_largestAngle
-- 'X2CDecoupling.tan_largestAngle' depends on axioms: [propext, Classical.choice, Quot.sound]
#print axioms X2CDecoupling.decoupling_equation
-- 'X2CDecoupling.decoupling_equation' depends on axioms: [propext, Classical.choice, Quot.sound]
```
